# A widely smeared positive MM charge keeps every s-wave energy above the bare charge's optimised exponential trial energy

Take one s-wave electron and one MM charge $+1$, in atomic units. Let $u(r)$ be the reduced radial function on $r>0$. In the potential $-1/r$, the normalised function $u=2re^{-r}$ has kinetic energy $1/2$ and potential energy $-1$, in total $-1/2$. Now spread the charge uniformly over the surface of a sphere of radius 4. The potential is $-1/4$ inside and $-1/r$ outside, so it is nowhere below $-1/4$. The potential energy of a normalised electron is an average of these values, and its kinetic energy is not negative, so the electron cannot reach $-1/2$.

In QM/MM coupling, this limits how much energy electron density can gain by spilling onto a positive MM site, here for a single electron with no QM nuclei and no other charges.

## Energies on the half-line

```lean
import Mathlib

open MeasureTheory Set

namespace QMMMSmearedCharge

noncomputable section
```

For a real function $u$, the squared norm, kinetic energy and potential energy are
$$N=\int_0^\infty u^2\,dr,\qquad T=\int_0^\infty \tfrac12u'^2\,dr,\qquad W=\int_0^\infty Vu^2\,dr .$$

```lean
/-- The squared norm of a reduced radial function on the half-line `r > 0`. -/
def normSq (u : ℝ → ℝ) : ℝ := ∫ r in Ioi (0 : ℝ), u r ^ 2

/-- The radial kinetic energy in atomic units, the integral of `u'² / 2`. -/
def kinetic (u : ℝ → ℝ) : ℝ := ∫ r in Ioi (0 : ℝ), deriv u r ^ 2 / 2

/-- The potential energy of the radial function `u` in the potential `V`. -/
def potential (V u : ℝ → ℝ) : ℝ := ∫ r in Ioi (0 : ℝ), V r * u r ^ 2
```

The energy is $T+W$, and the Rayleigh quotient is $(T+W)/N$. The two agree when $N=1$.

```lean
/-- The total energy, kinetic plus potential. -/
def energy (V u : ℝ → ℝ) : ℝ := kinetic u + potential V u

/-- The Rayleigh quotient, energy over squared norm, for `u` of nonzero norm. -/
def rayleigh (V u : ℝ → ℝ) : ℝ := energy V u / normSq u
```

The charge is $Q$ and the smearing radius is $c$. The bare potential is $-Q/r$, the smeared one is $-Q/\max(r,c)$, and the trial function with exponent $a$ is $re^{-ar}$, not normalised.

```lean
/-- The potential of an electron at distance `r > 0` from a point charge `Q`. -/
def bare (Q r : ℝ) : ℝ := -Q / r

/-- The potential of an electron at distance `r > 0` from the centre of a charge `Q` spread
uniformly over a spherical surface of radius `c > 0`. -/
def smeared (Q c r : ℝ) : ℝ := -Q / max r c

/-- The radial trial function `r exp(-a r)`. -/
def trial (a r : ℝ) : ℝ := r * Real.exp (-(a * r))
```

## (a) Exponential moments

For $b>0$ and $n=0,1,2,\dots$, show that $r^ne^{-br}$ is integrable on the half-line and that
$$I_n=\int_0^\infty r^ne^{-br}\,dr=\frac{n!}{b^{n+1}}.$$

Directly, $I_0=1/b$. For $n\ge1$, integration by parts has no boundary term and gives $I_n=(n/b)I_{n-1}$; repeat down to $I_0$.

The code takes the value from Mathlib's Gamma integral. Lean assigns zero to the integral of a non-integrable function, so the positive value also proves integrability.

```lean
/-- For `b > 0` the function `r ^ n exp(-b r)` is integrable on the half-line, with
integral `n! / b ^ (n + 1)`. -/
theorem exponential_moment (n : ℕ) {b : ℝ} (hb : 0 < b) :
    IntegrableOn (fun r : ℝ => r ^ n * Real.exp (-(b * r))) (Ioi 0) ∧
      ∫ r in Ioi (0 : ℝ), r ^ n * Real.exp (-(b * r)) = (n.factorial : ℝ) / b ^ (n + 1) := by
  have key : ∫ r in Ioi (0 : ℝ), r ^ n * Real.exp (-(b * r))
      = (n.factorial : ℝ) / b ^ (n + 1) := by
    have h := Real.integral_rpow_mul_exp_neg_mul_Ioi (a := (n : ℝ) + 1) (r := b)
      (by positivity) hb
    have hp : (1 / b) ^ ((n : ℝ) + 1) = (1 / b) ^ (n + 1) := by
      rw [← Real.rpow_natCast]
      push_cast
      rfl
    rw [Real.Gamma_nat_eq_factorial, hp] at h
    simp only [add_sub_cancel_right, Real.rpow_natCast] at h
    rw [h, one_div, inv_pow]
    ring
  refine ⟨?_, key⟩
  -- a non-integrable function would have integral zero in Lean
  by_contra hni
  have hpos : 0 < (n.factorial : ℝ) / b ^ (n + 1) := by positivity
  rw [← key, integral_undef hni] at hpos
  exact lt_irrefl _ hpos
```

## (b) Slope of the trial function

Show that
$$\frac{d}{dr}\,re^{-ar}=(1-ar)e^{-ar}.$$

The product rule gives $e^{-ar}-are^{-ar}$, and the code applies the same rule.

```lean
/-- The slope of the trial function is `(1 - a r) exp(-a r)`. -/
theorem hasDerivAt_trial (a r : ℝ) :
    HasDerivAt (trial a) ((1 - a * r) * Real.exp (-(a * r))) r := by
  have h1 : HasDerivAt (fun x : ℝ => -(a * x)) (-a) r :=
    ((hasDerivAt_id' r).const_mul a).fun_neg.congr_deriv (by ring)
  exact ((hasDerivAt_id' r).fun_mul h1.exp).congr_deriv (by ring)
```

## (c) Norm of the trial function

For $a>0$, show that $N=1/(4a^3)$.

The square is $r^2e^{-2ar}$. Part (a) with $n=2$, $b=2a$ gives $2/(2a)^3=1/(4a^3)$. The normalised function is therefore $2a^{3/2}re^{-ar}$.

```lean
/-- For `a > 0` the trial function has squared norm `1 / (4 a³)`. -/
theorem normSq_trial {a : ℝ} (ha : 0 < a) : normSq (trial a) = 1 / (4 * a ^ 3) := by
  have e : ∀ r, trial a r ^ 2 = r ^ 2 * Real.exp (-(2 * a * r)) := fun r => by
    rw [trial, mul_pow, sq (Real.exp _), ← Real.exp_add]
    ring_nf
  simp only [normSq, e]
  rw [(exponential_moment 2 (by positivity : 0 < 2 * a)).2]
  simp only [Nat.factorial]
  push_cast
  field_simp
  ring
```

## (d) Kinetic energy of the trial function

For $a>0$, show that $T=1/(8a)$.

By (b), $\tfrac12u'^2=\left(\tfrac12-ar+\tfrac12a^2r^2\right)e^{-2ar}$. The three moments give
$$T=\frac1{4a}-\frac1{4a}+\frac1{8a}=\frac1{8a}.$$
After normalisation this is $a^2/2$. The code makes the same split, with `i0`, `i1` and `i2` recording that each term is integrable.

```lean
/-- For `a > 0` the trial function has kinetic energy integral `1 / (8 a)`. -/
theorem kinetic_trial {a : ℝ} (ha : 0 < a) : kinetic (trial a) = 1 / (8 * a) := by
  have hb : 0 < 2 * a := by positivity
  have e : ∀ r, deriv (trial a) r ^ 2 / 2 =
      1 / 2 * (r ^ 0 * Real.exp (-(2 * a * r))) - a * (r ^ 1 * Real.exp (-(2 * a * r)))
        + a ^ 2 / 2 * (r ^ 2 * Real.exp (-(2 * a * r))) := fun r => by
    have hE : Real.exp (-(2 * a * r)) = Real.exp (-(a * r)) ^ 2 := by
      rw [sq, ← Real.exp_add]
      ring_nf
    rw [(hasDerivAt_trial a r).deriv, hE]
    ring
  have i0 := (exponential_moment 0 hb).1.const_mul (1 / 2)
  have i1 := (exponential_moment 1 hb).1.const_mul a
  have i2 := (exponential_moment 2 hb).1.const_mul (a ^ 2 / 2)
  have i01 : Integrable (fun r : ℝ => 1 / 2 * (r ^ 0 * Real.exp (-(2 * a * r)))
      - a * (r ^ 1 * Real.exp (-(2 * a * r)))) (volume.restrict (Ioi 0)) := i0.sub i1
  simp only [kinetic, e]
  rw [integral_add i01 i2, integral_sub i0 i1, integral_const_mul, integral_const_mul,
    integral_const_mul, (exponential_moment 0 hb).2, (exponential_moment 1 hb).2,
    (exponential_moment 2 hb).2]
  simp only [Nat.factorial]
  push_cast
  field_simp
  ring
```

## (e) Rayleigh quotient at the bare charge

For $a>0$ and any real $Q$, show that
$$\frac{T+W}{N}=\frac{a^2}{2}-Qa.$$

One factor of $r$ cancels in the potential integral:
$$W=-Q\int_0^\infty re^{-2ar}\,dr=-\frac{Q}{4a^2}.$$
Hence
$$\frac{T+W}{N}=4a^3\left(\frac1{8a}-\frac{Q}{4a^2}\right)=\frac{a^2}{2}-Qa.$$
The step `hV` is the potential integral.

```lean
/-- For `a > 0` the Rayleigh quotient of `r exp(-a r)` in the potential `-Q / r` is
`a² / 2 - Q a`. -/
theorem rayleigh_trial (Q : ℝ) {a : ℝ} (ha : 0 < a) :
    rayleigh (bare Q) (trial a) = a ^ 2 / 2 - Q * a := by
  have hV : potential (bare Q) (trial a) = -Q / (4 * a ^ 2) := by
    have e : ∀ r ∈ Ioi (0 : ℝ), bare Q r * trial a r ^ 2 =
        -Q * (r ^ 1 * Real.exp (-(2 * a * r))) := fun r hr => by
      have hr0 : r ≠ 0 := ne_of_gt hr
      have hE : Real.exp (-(2 * a * r)) = Real.exp (-(a * r)) ^ 2 := by
        rw [sq, ← Real.exp_add]
        ring_nf
      rw [hE, bare, trial]
      field_simp
    rw [potential, setIntegral_congr_fun measurableSet_Ioi e, integral_const_mul,
      (exponential_moment 1 (by positivity : 0 < 2 * a)).2]
    simp only [Nat.factorial]
    push_cast
    field_simp
    ring
  rw [rayleigh, energy, hV, kinetic_trial ha, normSq_trial ha]
  field_simp
  ring
```

## (f) The best exponent

For $Q>0$, show that the quotient equals $-Q^2/2$ at $a=Q$ and is larger at every other $a>0$.

Complete the square:
$$\frac{a^2}{2}-Qa=\frac{(a-Q)^2}{2}-\frac{Q^2}{2}.$$
The first term is positive unless $a=Q$. The minimum shown here is over this one-parameter family. Its value is also the exact ground-state energy of the bare charge, a standard result that is not proved here.

```lean
/-- For `Q > 0` the trial energy in the bare potential is `-Q² / 2` at `a = Q`, and strictly
higher at every other exponent `a > 0`. -/
theorem rayleigh_trial_min {Q : ℝ} (hQ : 0 < Q) :
    rayleigh (bare Q) (trial Q) = -Q ^ 2 / 2 ∧
      ∀ a, 0 < a → a ≠ Q → -Q ^ 2 / 2 < rayleigh (bare Q) (trial a) := by
  refine ⟨by rw [rayleigh_trial Q hQ]; ring, fun a ha hne => ?_⟩
  rw [rayleigh_trial Q ha]
  have h : 0 < (a - Q) ^ 2 := sq_pos_of_ne_zero (sub_ne_zero.2 hne)
  nlinarith
```

## (g) Positive kinetic energy

Let $u$ be normalised and differentiable at every $r>0$, with $u'^2$ integrable. Show that $T>0$.

Suppose $T=0$. The integrand is non-negative, so $u'=0$ almost everywhere. For $0<x\le y$, the fundamental theorem of calculus gives
$$u(y)-u(x)=\int_x^y u'\,dr=0.$$
Thus $u$ is constant. The integral of a constant square over the half-line is zero or infinite, never 1, which is a contradiction.

In the code, `hd` is differentiability, `hk` finite kinetic energy and `hn` normalisation. The steps `hz'` and `hc` are the vanishing slope and the constancy of $u$. No condition $u(0)=0$ is imposed, so the class also admits functions that are not physical s-waves.

```lean
/-- A normalised radial function that is differentiable on `r > 0` and has finite kinetic
energy has strictly positive kinetic energy. -/
theorem kinetic_pos {u : ℝ → ℝ} (hd : ∀ r, 0 < r → DifferentiableAt ℝ u r)
    (hk : IntegrableOn (fun r => deriv u r ^ 2) (Ioi 0)) (hn : normSq u = 1) :
    0 < kinetic u := by
  have hnn : ∀ r, 0 ≤ deriv u r ^ 2 / 2 := fun r => by positivity
  refine lt_of_le_of_ne (integral_nonneg hnn) (fun h => ?_)
  -- zero kinetic energy forces the slope to vanish almost everywhere
  have hz := (integral_eq_zero_iff_of_nonneg hnn (hk.div_const 2)).1 h.symm
  have hz' : ∀ᵐ r : ℝ, r ∈ Ioi (0 : ℝ) → deriv u r = 0 := by
    filter_upwards [(ae_restrict_iff' measurableSet_Ioi).1 hz] with r hr hr0
    have h2 : deriv u r ^ 2 / 2 = 0 := hr hr0
    exact (pow_eq_zero_iff two_ne_zero).1 (by linarith)
  -- hence `u` is constant, by the fundamental theorem of calculus
  have hc : ∀ x y, 0 < x → x ≤ y → u y = u x := fun x y hx hxy => by
    have hae : ∀ᵐ r : ℝ, r ∈ uIoc x y → deriv u r = 0 := by
      filter_upwards [hz'] with r hr hm
      rw [uIoc_of_le hxy] at hm
      exact hr (hx.trans hm.1)
    have hr : (fun _ => (0 : ℝ)) =ᵐ[volume.restrict (uIoc x y)] deriv u :=
      (ae_restrict_iff' measurableSet_uIoc).2 (hae.mono fun r h hr => (h hr).symm)
    have hi : IntervalIntegrable (deriv u) volume x y :=
      intervalIntegrable_iff.2 ((integrable_zero _ _ _).congr hr)
    have hftc := intervalIntegral.integral_eq_sub_of_hasDerivAt (fun r hm => by
      rw [uIcc_of_le hxy] at hm
      exact (hd r (hx.trans_le hm.1)).hasDerivAt) hi
    rw [intervalIntegral.integral_zero_ae hae] at hftc
    linarith
  have h1 : ∀ r ∈ Ioi (0 : ℝ), u r ^ 2 = u 1 ^ 2 := fun r hr => by
    rcases le_total r 1 with h | h
    · rw [hc r 1 hr h]
    · rw [hc 1 r one_pos h]
  -- a constant cannot be normalised on the half-line
  rw [normSq, setIntegral_congr_fun measurableSet_Ioi h1] at hn
  simp [Measure.real] at hn
```

## (h) A floor for the smeared charge

For $Q,c>0$ and $u$ as in (g), show that
$$T+W>-\frac Qc.$$

Since $\max(r,c)\ge c$, the potential is at least $-Q/c$ everywhere. Therefore
$$W\ge-\frac Qc\int_0^\infty u^2\,dr=-\frac Qc,$$
and $T>0$ makes the inequality strict. The code compares the integrals with their signs reversed in `hle`, then adds `kinetic_pos`.

```lean
/-- For `Q, c > 0`, every normalised radial function that is differentiable on `r > 0` and has
finite kinetic energy has energy strictly above `-Q / c` in the smeared potential. -/
theorem smeared_energy_bound {Q c : ℝ} (hQ : 0 < Q) (hc : 0 < c) {u : ℝ → ℝ}
    (hd : ∀ r, 0 < r → DifferentiableAt ℝ u r)
    (hk : IntegrableOn (fun r => deriv u r ^ 2) (Ioi 0)) (hn : normSq u = 1) :
    -Q / c < energy (smeared Q c) u := by
  have hi : Integrable (fun r => u r ^ 2) (volume.restrict (Ioi 0)) := by
    by_contra hni
    rw [normSq, integral_undef hni] at hn
    exact zero_ne_one hn
  -- the attraction is nowhere deeper than at the centre
  have hle : ∫ r in Ioi (0 : ℝ), Q / max r c * u r ^ 2 ≤
      ∫ r in Ioi (0 : ℝ), Q / c * u r ^ 2 := by
    refine integral_mono_of_nonneg (Filter.Eventually.of_forall fun r => ?_)
      (hi.const_mul _) (Filter.Eventually.of_forall fun r => ?_)
    · have hm : 0 < max r c := lt_max_of_lt_right hc
      exact mul_nonneg (div_nonneg hQ.le hm.le) (sq_nonneg _)
    · exact mul_le_mul_of_nonneg_right
        (div_le_div_of_nonneg_left hQ.le hc (le_max_right _ _)) (sq_nonneg _)
  have hV : potential (smeared Q c) u = -∫ r in Ioi (0 : ℝ), Q / max r c * u r ^ 2 := by
    simp only [potential, smeared, neg_div, neg_mul, integral_neg]
  rw [integral_const_mul, show ∫ r in Ioi (0 : ℝ), u r ^ 2 = 1 from hn, mul_one] at hle
  have hK := kinetic_pos hd hk hn
  rw [energy, hV, neg_div]
  linarith
```

## (i) Comparison with the bare charge

Let $Q>0$ and $c>2/Q$. For $u$ as in (g), show that its smeared energy satisfies
$$T+W>-\frac{Q^2}{2},$$
the optimised value from (f).

From $cQ>2$ follows $Q/c<Q^2/2$, which is `h3`. With (h), $T+W>-Q/c>-Q^2/2$. The condition on $c$ is sufficient for the whole class in (g). Physical s-waves, with $u(0)=0$, do not need it: the smeared potential is nowhere below the bare one, whose exact ground-state energy is $-Q^2/2$, so for them the inequality holds at every $c>0$. That stronger statement is not proved in the code.

```lean
/-- For `Q > 0` and smearing radius `c > 2 / Q`, every normalised radial function that is
differentiable on `r > 0` and has finite kinetic energy lies, in the smeared potential, above
the optimised trial energy of the bare charge. -/
theorem smeared_above_bare {Q c : ℝ} (hQ : 0 < Q) (hc : 2 / Q < c) {u : ℝ → ℝ}
    (hd : ∀ r, 0 < r → DifferentiableAt ℝ u r)
    (hk : IntegrableOn (fun r => deriv u r ^ 2) (Ioi 0)) (hn : normSq u = 1) :
    rayleigh (bare Q) (trial Q) < energy (smeared Q c) u := by
  have hc0 : 0 < c := lt_trans (by positivity) hc
  have h2 : 2 < c * Q := (div_lt_iff₀ hQ).1 hc
  have h3 : Q / c < Q ^ 2 / 2 := by
    rw [div_lt_iff₀ hc0]
    nlinarith [mul_lt_mul_of_pos_left h2 hQ]
  have h4 := smeared_energy_bound hQ hc0 hd hk hn
  rw [neg_div] at h4
  rw [(rayleigh_trial_min hQ).1, neg_div]
  linarith

end

end QMMMSmearedCharge
```

```lean
#print axioms QMMMSmearedCharge.smeared_above_bare
```

```
'QMMMSmearedCharge.smeared_above_bare' depends on axioms: [propext, Classical.choice, Quot.sound]
```

## The opening example in numbers, and a Gaussian charge

Put $u=2re^{-r}$ into the smeared potential with $Q=1$, $c=4$. The weight beyond $r=4$ is $\int_4^\infty u^2\,dr=41e^{-8}$, and $\int_4^\infty u^2/r\,dr=9e^{-8}$. So
$$W=-\tfrac14(1-41e^{-8})-9e^{-8}=-\tfrac14+\tfrac54e^{-8}\approx-0.2496 .$$
With $T=1/2$ the energy is about $0.2504$, well above both $-1/4$ and the bare value $-1/2$.

The argument of (h) uses only the depth of the potential. Applied by hand to a Gaussian charge of width $\sigma>0$, with potential $-Q\,\mathrm{erf}(r/\sigma)/r\ge-2Q/(\sqrt\pi\,\sigma)$, it puts every such energy above $-2Q/(\sqrt\pi\,\sigma)$. This floor lies above $-Q^2/2$ when $\sigma>4/(\sqrt\pi\,Q)$.
